# Alternant pairing: filling the negative-energy orbitals of an invertible bipartite Fock matrix half-fills every site

## Building only one block of the Fock matrix

In a closed-shell Pariser-Parr-Pople (PPP) calculation on a bipartite π system, one can compute only the Fock matrix entries that connect the two sublattices and set all others to zero. This is correct at every iteration if hopping acts only between the sublattices, all site energies are zero when counted from the half-filled site, the starting density is paired in the sense defined below, every Fock matrix is invertible, and its negative-energy orbitals are the filled ones.

The result concerns electronic structure at half filling, in a finite real model with one density for both spins. There it gives neutral sites and vanishing bond orders within each sublattice.

## Sublattice signs and orbitals

Each site $p$ carries a sign $z_p=\pm1$ that names its sublattice, and $Z$ is the diagonal matrix of these signs. Let $F$ be a real symmetric Fock matrix. Its orthonormal orbitals are the columns of $C$, with energies $\varepsilon_i$:

$$C^{T}C=1,\qquad FC=C\,\mathrm{diag}(\varepsilon).$$

The density per spin is $P=CNC^{T}$. Here $N$ is diagonal, with $N_{ii}=1$ if $\varepsilon_i<0$ and $N_{ii}=0$ otherwise.

The claim is that if $\det F\neq0$ and $ZF=-FZ$, then $ZPZ=1-P$. A density with this property is called paired.

Both conditions can be read entry by entry:

- $(ZF+FZ)_{pq}=(z_p+z_q)F_{pq}$, so $F$ anticommutes with $Z$ exactly when $F_{pq}=0$ within each sublattice, diagonal included.
- $(ZPZ)_{pq}=z_pz_qP_{pq}$. Within a sublattice, $ZPZ=1-P$ reads $P_{pq}=\delta_{pq}-P_{pq}$, so $P_{pp}=\tfrac12$ and $P_{pq}=0$ for $p\neq q$. Between sublattices it reads $-P_{pq}=-P_{pq}$ and demands nothing.

## Why filled and empty orbitals change places

If $Fc=\varepsilon c$, then $F(Zc)=-ZFc=-\varepsilon\,Zc$. This mirror symmetry of the orbitals is what "pairing" usually refers to; the theorem below states its consequence for the density.

No energy is zero. Taking determinants of $FC=C\,\mathrm{diag}(\varepsilon)$ gives $\det F\det C=\det C\prod_i\varepsilon_i$. The left side is non-zero, because $C^TC=1$ forces $\det C\neq0$.

Since $C$ is square, $CC^T=1$ as well, and hence $C^TF=\mathrm{diag}(\varepsilon)C^T$. Write $D=C^TZC$ for the sign matrix in the orbital basis. Then

$$D\,\mathrm{diag}(\varepsilon)=C^TZFC=-C^TFZC=-\mathrm{diag}(\varepsilon)D,$$

that is, $D_{ij}(\varepsilon_i+\varepsilon_j)=0$. Where $D_{ij}\neq0$, the energies are opposite and non-zero, so one of the orbitals $i,j$ is filled and the other is empty. In every case $D_{ij}N_{jj}=(1-N_{ii})D_{ij}$, or $DN=(1-N)D$. Therefore, using $Z^2=1$,

$$ZPZ=C\,DN\,C^TZ=C(1-N)D\,C^TZ=C(1-N)C^TZ\,CC^T\,Z=C(1-N)C^T=1-P.$$

## The PPP Fock matrix keeps the pairing

With hopping $h_{pq}$ for $p\neq q$, site energies $h_{pp}$ and repulsion $w$, the Fock matrix has off-diagonal entries $h_{pq}-P_{pq}w_{pq}$ and diagonal entries

$$h_{pp}+\sum_r w_{pr}(2P_{rr}-1)+\tfrac12w_{pp}-P_{pp}w_{pp}.$$

Suppose $h$ vanishes within each sublattice and $P$ is paired. For distinct sites of one sublattice, $h_{pq}=P_{pq}=0$, so the entry vanishes. On the diagonal $h_{pp}=0$, each Hartree term contains $2\cdot\tfrac12-1=0$, and $\tfrac12w_{pp}-\tfrac12w_{pp}=0$. The new Fock matrix thus anticommutes with $Z$. If it is invertible, the density of its negative-energy orbitals is again paired, and induction covers all later iterations.

## A four-site chain in numbers

Take $F_{12}=F_{23}=F_{34}=-1$, the symmetric partners, and zeros elsewhere. With $\varphi=(1+\sqrt5)/2$, the filled orbitals have energies $-\varphi$ and $-1/\varphi$:

$$\frac{(1,\varphi,\varphi,1)}{\sqrt{2(1+\varphi^2)}},\qquad \frac{(\varphi,1,-1,-\varphi)}{\sqrt{2(1+\varphi^2)}}.$$

Adding products of coefficients gives

- $P_{11}=P_{22}=(1+\varphi^2)/(2(1+\varphi^2))=\tfrac12$,
- $P_{13}=(\varphi-\varphi)/(2(1+\varphi^2))=0$,
- $P_{12}=\varphi/(1+\varphi^2)=1/\sqrt5\approx0.447$,
- $P_{23}=(\varphi^2-1)/(2(1+\varphi^2))=1/(2\sqrt5)\approx0.224$.

Pairing fixes the first two lines and does not determine the last two. These are bond orders per spin; the usual bond orders count both spins and are twice as large.

## Three sites: a zero-energy orbital breaks the result

The chain with $F_{12}=F_{23}=-1$ also anticommutes with $Z$, but its energies are $-\sqrt2,0,\sqrt2$ and $\det F=0$. The only orbital of negative energy is $(1,\sqrt2,1)/2$. It gives $P_{11}=\tfrac14$ instead of $\tfrac12$, and $P_{13}=\tfrac14$ instead of $0$. The chain then holds two electrons, one fewer than at half filling. Occupying the zero-energy orbital $(1,0,-1)/\sqrt2$ by one half per spin would add $\tfrac14$ to $P_{11}$ and $-\tfrac14$ to $P_{13}$, which restores both values; the theorem does not cover such fractional filling.

## What the Lean statements say

The finite type `n` labels both sites and orbitals. The function `a : n → Bool` assigns the sublattice, `true` giving the sign $+1$, and `signMatrix a` is $Z$. The structure `Orbitals F C ε` holds the two equations for $C$, which already force $F$ to be symmetric. `density C ε` is $P$; its strict inequality leaves zero-energy orbitals empty.

`alternant_pairing` takes orbitals, `F.det ≠ 0` and anticommutation, and returns three facts: $ZPZ=1-P$, populations of one half per spin, and zero bond order between distinct sites of one sublattice. Invertibility stands for a gap around zero energy.

In `fock`, the factor `2 * P r r - 1` is the electron population of site $r$ minus one unit of core charge. The term `w p p / 2` puts the zero of energy at the half-filled site. If all $w_{pp}$ are equal, this is only a choice of origin, and $h_{pp}=0$ then says that all site energies are equal. If they differ, the term and $h_{pp}=0$ together tie each site energy to its $w_{pp}$.

`scf_preserves_pairing` treats a sequence of densities `P k`, each obtained from the Fock matrix of the one before. Invertibility at every step is assumed, not derived from $h$ and $w$. The theorem is silent on convergence and on whether a paired solution has the lowest energy, and spin-polarised densities do not fit its single $P$.

## The Lean file

```lean
import Mathlib

open Matrix

namespace AlternantPairing

noncomputable section

variable {n : Type*}

/-- The sign of a site: `+1` on one sublattice and `-1` on the other. -/
def siteSign (a : n → Bool) (p : n) : ℝ := if a p then 1 else -1

/-- The sign of a site squares to one. -/
lemma siteSign_sq (a : n → Bool) (p : n) : siteSign a p * siteSign a p = 1 := by
  unfold siteSign
  split_ifs <;> norm_num

/-- Sites on different sublattices have opposite signs. -/
lemma siteSign_of_ne {a : n → Bool} {p q : n} (h : a p ≠ a q) :
    siteSign a p = -siteSign a q := by
  unfold siteSign
  cases hp : a p <;> cases hq : a q <;> simp_all

variable [Fintype n] [DecidableEq n]

/-- The diagonal matrix `Z` of the sublattice signs. -/
def signMatrix (a : n → Bool) : Matrix n n ℝ := diagonal (siteSign a)

/-- The columns of `C` are orthonormal orbitals of `F` with energies `ε`. -/
structure Orbitals (F C : Matrix n n ℝ) (ε : n → ℝ) : Prop where
  orthonormal : Cᵀ * C = 1
  eigen : F * C = C * diagonal ε

/-- The density matrix per spin in which exactly the orbitals of negative energy are filled. -/
def density (C : Matrix n n ℝ) (ε : n → ℝ) : Matrix n n ℝ :=
  C * diagonal (fun i => if ε i < 0 then (1 : ℝ) else 0) * Cᵀ

/-- The closed-shell Pariser-Parr-Pople Fock matrix for a matrix `h` of hopping (off the diagonal)
and site energies (on the diagonal), repulsion `w` and density per spin `P`. Off the diagonal it is
`h p q - P p q * w p q`; the diagonal also holds the Hartree term, with energies counted from the
half-filled site. -/
def fock (h w P : Matrix n n ℝ) : Matrix n n ℝ :=
  of fun p q => h p q
    + (if p = q then ∑ r, w p r * (2 * P r r - 1) + w p p / 2 else 0) - P p q * w p q

/-- A matrix anticommutes with `Z` exactly when it has no entries within a sublattice. -/
theorem anticommute_iff (a : n → Bool) (F : Matrix n n ℝ) :
    signMatrix a * F = -(F * signMatrix a) ↔ ∀ p q, a p = a q → F p q = 0 := by
  constructor
  · intro h p q hpq
    have e := congrFun (congrFun h p) q
    have hs : siteSign a p = siteSign a q := by simp only [siteSign, hpq]
    simp only [signMatrix, diagonal_mul, mul_diagonal, Matrix.neg_apply] at e
    rw [hs] at e
    linear_combination (siteSign a q / 2) * e - F p q * siteSign_sq a q
  · intro h
    ext p q
    simp only [signMatrix, diagonal_mul, mul_diagonal, Matrix.neg_apply]
    by_cases hpq : a p = a q
    · rw [h p q hpq]; ring
    · rw [siteSign_of_ne hpq]; ring

/-- The relation `Z P Z = 1 - P` says exactly that, within each sublattice, `P` is half the
unit matrix. -/
theorem paired_iff (a : n → Bool) (P : Matrix n n ℝ) :
    signMatrix a * P * signMatrix a = 1 - P ↔
      ∀ p q, a p = a q → P p q = if p = q then 1 / 2 else 0 := by
  constructor
  · intro h p q hpq
    have e := congrFun (congrFun h p) q
    have hs : siteSign a p = siteSign a q := by simp only [siteSign, hpq]
    simp only [signMatrix, diagonal_mul, mul_diagonal, Matrix.sub_apply, Matrix.one_apply] at e
    rw [hs] at e
    split_ifs at e ⊢ <;> linear_combination e / 2 - P p q / 2 * siteSign_sq a q
  · intro h
    ext p q
    simp only [signMatrix, diagonal_mul, mul_diagonal, Matrix.sub_apply, Matrix.one_apply]
    by_cases hpq : a p = a q
    · have hs : siteSign a p = siteSign a q := by simp only [siteSign, hpq]
      rw [h p q hpq, hs]
      split_ifs
      · linear_combination (1 / 2) * siteSign_sq a q
      · ring
    · have hne : p ≠ q := fun e => hpq (congrArg a e)
      rw [if_neg hne, siteSign_of_ne hpq]
      linear_combination (-P p q) * siteSign_sq a q

/-- Every real symmetric matrix has a complete set of orthonormal orbitals. -/
theorem exists_orbitals (F : Matrix n n ℝ) (hF : Fᵀ = F) : ∃ C ε, Orbitals F C ε := by
  have hH : F.IsHermitian := by
    rw [Matrix.IsHermitian, conjTranspose_eq_transpose_of_trivial, hF]
  refine ⟨(hH.eigenvectorUnitary : Matrix n n ℝ), hH.eigenvalues, ?_, ?_⟩
  · have h := mem_unitaryGroup_iff'.1 hH.eigenvectorUnitary.2
    rwa [star_eq_conjTranspose, conjTranspose_eq_transpose_of_trivial] at h
  · ext p j
    have h := congrFun (hH.mulVec_eigenvectorBasis j) p
    rw [mul_diagonal, mul_apply]
    simpa [mulVec, dotProduct, IsHermitian.eigenvectorUnitary_apply, mul_comm] using h

/-- An invertible Fock matrix has no orbital of zero energy. -/
theorem energy_ne_zero {F C : Matrix n n ℝ} {ε : n → ℝ} (ho : Orbitals F C ε)
    (hF : F.det ≠ 0) (i : n) : ε i ≠ 0 := by
  intro hi
  have h1 := congrArg det ho.orthonormal
  have h2 := congrArg det ho.eigen
  rw [det_mul, det_one] at h1
  rw [det_mul, det_mul, det_diagonal, Finset.prod_eq_zero (Finset.mem_univ i) hi,
    mul_zero] at h2
  exact mul_ne_zero hF (right_ne_zero_of_mul_eq_one h1) h2

/-- Alternant pairing: if an invertible Fock matrix anticommutes with `Z`, the density `P` of its
negative-energy orbitals obeys `Z P Z = 1 - P`. Each site then has population one half per spin,
and distinct sites of one sublattice have zero bond order. -/
theorem alternant_pairing (a : n → Bool) {F C : Matrix n n ℝ} {ε : n → ℝ}
    (ho : Orbitals F C ε) (hF : F.det ≠ 0)
    (hZF : signMatrix a * F = -(F * signMatrix a)) :
    signMatrix a * density C ε * signMatrix a = 1 - density C ε ∧
      (∀ p, density C ε p p = 1 / 2) ∧
      ∀ p q, p ≠ q → a p = a q → density C ε p q = 0 := by
  have hC : C * Cᵀ = 1 := mul_eq_one_comm.1 ho.orthonormal
  have hZ : signMatrix a * signMatrix a = 1 := by
    rw [signMatrix, diagonal_mul_diagonal]
    simp [siteSign_sq]
  have hCF : Cᵀ * F = diagonal ε * Cᵀ := by
    calc Cᵀ * F = Cᵀ * (F * C) * Cᵀ := by
          rw [mul_assoc, mul_assoc F, hC, mul_one]
      _ = (Cᵀ * C) * diagonal ε * Cᵀ := by rw [ho.eigen]; simp only [mul_assoc]
      _ = diagonal ε * Cᵀ := by rw [ho.orthonormal, one_mul]
  -- `D` is the sign matrix in the orbital basis; it couples only opposite energies
  obtain ⟨D, hD⟩ : ∃ D, D = Cᵀ * signMatrix a * C := ⟨_, rfl⟩
  have hDε : D * diagonal ε = -(diagonal ε * D) := by
    calc D * diagonal ε = Cᵀ * signMatrix a * (F * C) := by
          rw [hD, ho.eigen]; simp only [mul_assoc]
      _ = Cᵀ * (signMatrix a * F) * C := by simp only [mul_assoc]
      _ = -((Cᵀ * F) * signMatrix a * C) := by
          rw [hZF]; simp only [mul_neg, neg_mul, mul_assoc]
      _ = -(diagonal ε * D) := by rw [hCF, hD]; simp only [mul_assoc]
  -- hence it exchanges filled and empty orbitals
  obtain ⟨N, hN⟩ : ∃ N : Matrix n n ℝ,
      N = diagonal (fun i => if ε i < 0 then (1 : ℝ) else 0) := ⟨_, rfl⟩
  have hDN : D * N = (1 - N) * D := by
    ext i j
    have e := congrFun (congrFun hDε i) j
    simp only [mul_diagonal, diagonal_mul, Matrix.neg_apply] at e
    simp only [hN, sub_mul, one_mul, Matrix.sub_apply, mul_diagonal, diagonal_mul]
    by_cases h0 : D i j = 0
    · rw [h0]; ring
    · have hij : ε i = -ε j := mul_left_cancel₀ h0 (by linear_combination e)
      rcases lt_or_gt_of_ne (energy_ne_zero ho hF j) with h | h
      · rw [if_pos h, if_neg (by linarith : ¬ ε i < 0)]; ring
      · rw [if_neg (by linarith : ¬ ε j < 0), if_pos (by linarith : ε i < 0)]; ring
  have main : signMatrix a * density C ε * signMatrix a = 1 - density C ε := by
    rw [density, ← hN]
    calc signMatrix a * (C * N * Cᵀ) * signMatrix a
        = (C * Cᵀ) * (signMatrix a * (C * N * Cᵀ) * signMatrix a) := by rw [hC, one_mul]
      _ = C * (D * N) * Cᵀ * signMatrix a := by rw [hD]; simp only [mul_assoc]
      _ = C * (1 - N) * Cᵀ * signMatrix a * (C * Cᵀ) * signMatrix a := by
          rw [hDN, hD]; simp only [mul_assoc]
      _ = 1 - C * N * Cᵀ := by
          rw [hC, mul_one, mul_assoc _ (signMatrix a), hZ, mul_one, mul_sub, mul_one,
            sub_mul, hC]
  have hP := (paired_iff a _).1 main
  exact ⟨main, fun p => by rw [hP p p rfl, if_pos rfl],
    fun p q hne hpq => by rw [hP p q hpq, if_neg hne]⟩

/-- If `h` vanishes within each sublattice, diagonal included, a density with `Z P Z = 1 - P` gives
a Pariser-Parr-Pople Fock matrix that anticommutes with `Z`. -/
theorem fock_anticommutes (a : n → Bool) (h w P : Matrix n n ℝ)
    (hh : ∀ p q, a p = a q → h p q = 0)
    (hP : signMatrix a * P * signMatrix a = 1 - P) :
    signMatrix a * fock h w P = -(fock h w P * signMatrix a) := by
  rw [anticommute_iff]
  intro p q hpq
  have hE := (paired_iff a P).1 hP
  -- the Hartree potential of the neutral sites vanishes
  have hs : ∑ r, w p r * (2 * P r r - 1) = 0 :=
    Finset.sum_eq_zero fun r _ => by rw [hE r r rfl, if_pos rfl]; ring
  simp only [fock, of_apply]
  rw [hh p q hpq, hE p q hpq, hs]
  split_ifs with e
  · subst e; ring
  · ring

/-- If `h` vanishes within each sublattice, diagonal included, self-consistent-field iteration from
a density with `Z P Z = 1 - P` keeps this relation at every step, provided each Fock matrix is
invertible and its negative-energy orbitals are filled. -/
theorem scf_preserves_pairing (a : n → Bool) (h w : Matrix n n ℝ) (P : ℕ → Matrix n n ℝ)
    (hh : ∀ p q, a p = a q → h p q = 0)
    (h0 : signMatrix a * P 0 * signMatrix a = 1 - P 0)
    (hdet : ∀ k, (fock h w (P k)).det ≠ 0)
    (hstep : ∀ k, ∃ C ε, Orbitals (fock h w (P k)) C ε ∧ P (k + 1) = density C ε) (k : ℕ) :
    signMatrix a * P k * signMatrix a = 1 - P k := by
  induction k with
  | zero => exact h0
  | succ k ih =>
    obtain ⟨C, ε, ho, hk⟩ := hstep k
    rw [hk]
    exact (alternant_pairing a ho (hdet k) (fock_anticommutes a h w (P k) hh ih)).1

/-- The two-site dimer with hopping `-t`, `t > 0`, meets the hypotheses of alternant pairing,
with the even and odd combinations of the sites as orbitals of energies `-t` and `t`. -/
theorem alternant_pairing_witness (t : ℝ) (ht : 0 < t) :
    Orbitals !![0, -t; -t, 0] !![√(1 / 2), √(1 / 2); √(1 / 2), -√(1 / 2)] ![-t, t] ∧
      (!![0, -t; -t, 0] : Matrix (Fin 2) (Fin 2) ℝ).det ≠ 0 ∧
      signMatrix ![true, false] * !![0, -t; -t, 0] =
        -(!![0, -t; -t, 0] * signMatrix ![true, false]) := by
  have hc : √(1 / 2 : ℝ) * √(1 / 2 : ℝ) = 1 / 2 := Real.mul_self_sqrt (by norm_num)
  generalize √(1 / 2 : ℝ) = c at hc ⊢
  refine ⟨⟨?_, ?_⟩, ?_, ?_⟩
  · ext i j
    fin_cases i <;> fin_cases j <;> simp [mul_apply, Fin.sum_univ_two] <;> linarith
  · ext i j
    rw [mul_diagonal]
    fin_cases i <;> fin_cases j <;> simp [mul_apply, Fin.sum_univ_two, mul_comm]
  · rw [det_fin_two_of]
    nlinarith [mul_pos ht ht]
  · rw [anticommute_iff]
    intro p q
    fin_cases p <;> fin_cases q <;> simp

end

end AlternantPairing
```

```lean
#print axioms AlternantPairing.exists_orbitals
#print axioms AlternantPairing.alternant_pairing
#print axioms AlternantPairing.scf_preserves_pairing
```

```
'AlternantPairing.exists_orbitals' depends on axioms: [propext, Classical.choice, Quot.sound]
'AlternantPairing.alternant_pairing' depends on axioms: [propext, Classical.choice, Quot.sound]
'AlternantPairing.scf_preserves_pairing' depends on axioms: [propext, Classical.choice, Quot.sound]
```

## From matrix entries to the iteration

`anticommute_iff` and `paired_iff` are the two entrywise readings. Each takes the $(p,q)$ entry of the matrix equation and separates equal from different sublattices. `siteSign_sq` supplies $z_p^2=1$, `siteSign_of_ne` supplies $z_p=-z_q$, and `linear_combination` or `ring` completes the algebra.

`exists_orbitals` obtains $C$ and $\varepsilon$ from Mathlib's spectral theorem, so the `Orbitals` hypothesis can be met for every real symmetric matrix. `energy_ne_zero` is the determinant argument: a zero energy makes the product of energies vanish, which contradicts $\det F\det C\neq0$.

In `alternant_pairing`, `hC` is $CC^T=1$, `hZ` is $Z^2=1$, and `hCF` is the eigenvalue equation seen from the left. The `calc` block for `hDε` shows that $D$ anticommutes with the energies. For `hDN`, the proof goes to the entry $(i,j)$ and asks whether $D_{ij}$ is zero. If it is not, cancelling it gives `ε i = -ε j`, and the sign of $\varepsilon_j$ decides which of the two orbitals is filled. The block `main` is the final chain of equalities above, with $CC^T=1$ inserted where needed, and `paired_iff` then gives the populations and bond orders.

`fock_anticommutes` uses `anticommute_iff` to reduce its goal to entries within a sublattice. There `hs` removes the Hartree sum, and the last case split separates diagonal from off-diagonal entries. `scf_preserves_pairing` is an induction on `k` that applies `fock_anticommutes` and then `alternant_pairing`.

`alternant_pairing_witness` verifies the hypotheses for a dimer with hopping $-t$, $t>0$. Its orbitals are $(1,1)/\sqrt2$ and $(1,-1)/\sqrt2$, with energies $-t$ and $t$. The square root enters the proof only through $\sqrt{1/2}\cdot\sqrt{1/2}=1/2$, after which the matrix entries are checked one at a time.
